# Two holes in a two-orbital copper–oxygen cell with repulsion only on copper: the triplet energy is the oxygen level Δ

The cell has one copper orbital at energy 0 and one oxygen orbital at energy Δ, coupled by a hybridization T, and two holes repel with strength U only when both are on copper. The theorem `twoHole_triplet` states that the two-hole Hamiltonian multiplies every real antisymmetric 2×2 amplitude matrix ψ, the orbital part of a spin triplet, by Δ, whatever the real values of U and T. ψ need not be normalised and may be zero; when it is nonzero, it is an eigenvector with energy Δ. The attempt derives from antisymmetry that the diagonal entries vanish and that `ψ 1 0 = -ψ 0 1`, then checks the matrix equation entry by entry with `simp` and `ring`.

In Lean, a first try:

```lean
import Mathlib

open Matrix Filter Topology Set

namespace TwoHoleTriplet

noncomputable section

/-- One-hole Hamiltonian of the cell: copper orbital at energy `0`, oxygen orbital at energy `Δ`,
hybridization `T`. -/
def oneHole (Δ T : ℝ) : Matrix (Fin 2) (Fin 2) ℝ := !![0, T; T, Δ]

/-- Two-hole Hamiltonian acting on the orbital amplitudes `ψ i j` (first hole in `i`, second
in `j`), with repulsion `U` when both holes are on copper. -/
def twoHole (U Δ T : ℝ) (ψ : Matrix (Fin 2) (Fin 2) ℝ) : Matrix (Fin 2) (Fin 2) ℝ :=
  oneHole Δ T * ψ + ψ * oneHole Δ T + !![U * ψ 0 0, 0; 0, 0]

/-- Every antisymmetric orbital wave function, the orbital part of a spin triplet, is multiplied
by `Δ` under the two-hole Hamiltonian. -/
theorem twoHole_triplet (U Δ T : ℝ) (ψ : Matrix (Fin 2) (Fin 2) ℝ) (h : ψᵀ = -ψ) :
    twoHole U Δ T ψ = Δ • ψ := by
  -- antisymmetry removes both doubly occupied configurations
  have h00 : ψ 0 0 = 0 := by
    have h' : ψ 0 0 = -ψ 0 0 := congrFun (congrFun h 0) 0
    linarith
  have h11 : ψ 1 1 = 0 := by
    have h' : ψ 1 1 = -ψ 1 1 := congrFun (congrFun h 1) 1
    linarith
  have h10 : ψ 1 0 = -ψ 0 1 := congrFun (congrFun h 0) 1
  ext i j
  fin_cases i <;> fin_cases j <;>
    simp [twoHole, oneHole, Matrix.mul_apply, Fin.sum_univ_two, h00, h11, h10] <;> ring

end

end TwoHoleTriplet
```

Compiling this gives:

```
Try this:
  [apply] ring_nf
  
  The `ring` tactic failed to close the goal. Use `ring_nf` to obtain a normal form.
    
  Note that `ring` works primarily in *commutative* rings. If you have a noncommutative ring, abelian group or module, consider using `noncomm_ring`, `abel` or `module` instead.
Try this:
  [apply] ring_nf
  
  The `ring` tactic failed to close the goal. Use `ring_nf` to obtain a normal form.
    
  Note that `ring` works primarily in *commutative* rings. If you have a noncommutative ring, abelian group or module, consider using `noncomm_ring`, `abel` or `module` instead.
Try this:
  [apply] ring_nf
  
  The `ring` tactic failed to close the goal. Use `ring_nf` to obtain a normal form.
    
  Note that `ring` works primarily in *commutative* rings. If you have a noncommutative ring, abelian group or module, consider using `noncomm_ring`, `abel` or `module` instead.
Try this:
  [apply] ring_nf
  
  The `ring` tactic failed to close the goal. Use `ring_nf` to obtain a normal form.
    
  Note that `ring` works primarily in *commutative* rings. If you have a noncommutative ring, abelian group or module, consider using `noncomm_ring`, `abel` or `module` instead.
Main.lean:21:31: error: unsolved goals
case «0».«0»
U Δ T : ℝ
ψ : Matrix (Fin 2) (Fin 2) ℝ
h : ψᵀ = -ψ
h00 : ψ 0 0 = 0
h11 : ψ 1 1 = 0
h10 : ψ 1 0 = -ψ 0 1
⊢ (![0, T] ᵥ* ψ) 0 + ψ 0 1 * T = 0

case «0».«1»
U Δ T : ℝ
ψ : Matrix (Fin 2) (Fin 2) ℝ
h : ψᵀ = -ψ
h00 : ψ 0 0 = 0
h11 : ψ 1 1 = 0
h10 : ψ 1 0 = -ψ 0 1
⊢ (![0, T] ᵥ* ψ) 1 + ψ 0 1 * Δ = ψ 0 1 * Δ

case «1».«0»
U Δ T : ℝ
ψ : Matrix (Fin 2) (Fin 2) ℝ
h : ψᵀ = -ψ
h00 : ψ 0 0 = 0
h11 : ψ 1 1 = 0
h10 : ψ 1 0 = -ψ 0 1
⊢ (![T, Δ] ᵥ* ψ) 0 = -(Δ * ψ 0 1)

case «1».«1»
U Δ T : ℝ
ψ : Matrix (Fin 2) (Fin 2) ℝ
h : ψᵀ = -ψ
h00 : ψ 0 0 = 0
h11 : ψ 1 1 = 0
h10 : ψ 1 0 = -ψ 0 1
⊢ (![T, Δ] ᵥ* ψ) 1 - ψ 0 1 * T = 0
```

What went wrong. The four `ring` messages, one per matrix entry, say that `ring` did not close the goal; the error lists what remained. Each remaining goal is true but contains a term such as `(![0, T] ᵥ* ψ) 0`, a row vector times ψ. In `oneHole Δ T * ψ` the left factor unfolds to an explicit matrix, and `simp` rewrote the product row by row into this form, so `Matrix.mul_apply` no longer had a matrix product to expand there. With ψ a variable, `simp` went no further: the entries of ψ stayed hidden, `h00`, `h11` and `h10` had nothing to rewrite in that term, and `ring` does not unfold it.

The repair uses those three facts to prove `hψ`, which writes ψ as an explicit matrix, and rewrites the goal with it. `simp` can then compute the row products, and `ring` finishes any arithmetic left. The entry facts and the two sum lemmas are therefore no longer needed in the `simp` call. Replacing `ψ 0 1` by `c` with `generalize` is mere tidying.

Fix (accepted with no message):

```diff
@@ -28,7 +28,13 @@
     linarith
   have h10 : ψ 1 0 = -ψ 0 1 := congrFun (congrFun h 0) 1
+  have hψ : ψ = !![0, ψ 0 1; -ψ 0 1, 0] := by
+    ext i j
+    fin_cases i <;> fin_cases j
+    exacts [h00, rfl, h10, h11]
+  rw [hψ]
+  generalize ψ 0 1 = c
   ext i j
   fin_cases i <;> fin_cases j <;>
-    simp [twoHole, oneHole, Matrix.mul_apply, Fin.sum_univ_two, h00, h11, h10] <;> ring
+    simp [twoHole, oneHole] <;> ring
 
 end
```
